# Helical selection rule: for u atoms in t turns with t coprime to u, the angular orders on each layer line form one residue class modulo u

Put two identical atoms on a helix that makes one turn per axial repeat. The first is at azimuth 0 and height 0, the second at azimuth π and half the repeat. On layer line l, in angular order n, their phases are 1 and exp(iπ(l − n)) = (−1)^(l − n). They add up to 2 if l − n is even and to 0 if it is odd, so each layer line keeps either the even orders or the odd ones.

For u atoms in t turns, I know the rule as l = t n + u m with m an integer. I would like to see it derived from the atomic positions and checked by machine, including the claim that for t coprime to u the surviving n on each layer line form exactly one class modulo u. Can this be done in Lean 4 with Mathlib?

## From atomic positions to a geometric sum

Yes. Let a point at azimuth φ and height z, in units of the repeat, contribute the phase exp(i(2π l z − n φ)). Atom j, with j = 0, …, u − 1, has φ = 2π t j/u and z = j/u. Its phase angle is

2π l j/u − n · 2π t j/u = 2π j (l − n t)/u.

Write k = l − n t and w = exp(2πi k/u). The helix factor is then

F = 1 + w + w² + … + w^(u−1).

If u divides k, then w = 1 and F = u. If not, then w ≠ 1, because w = 1 would require k/u to be an integer. Since w^u = exp(2πi k) = 1,

F = (w^u − 1)/(w − 1) = 0.

So F ≠ 0 exactly when u divides l − n t.

## Solving for the angular order

If t and u are coprime, there are integers s and r with s t + r u = 1. Suppose l − n t = u a for an integer a. Multiplying by s and replacing s t by 1 − r u gives

s l − n = u (s a − n r),

so n ≡ s l modulo u. Conversely, if s l − n = u a, multiplying by t gives

l − n t = u (t a + r l).

The contributing orders are therefore exactly the class of s l. No other class will do, since s l itself contributes and lies in only one class.

Coprimality is also necessary if every layer line is to receive a contribution: an order n on line l = 1 gives 1 − n t = u m, hence n t + m u = 1. Take u = 2 and t = 2. Both atoms have the same azimuth up to a full turn, and the true repeat is half the assumed one. Line 1 then has no contributing order, while line 0 has all of them, which makes two classes modulo 2.

## What the Lean theorems say

`harmonic` is the phase of one point, `azimuth` and `height` place atom j, and `helixFactor` is F. The numbers `t`, `l` and `n` are integers; a negative `t` gives the opposite hand. The sign in front of n φ is a convention, and reversing it replaces n by −n.

The hypothesis `0 < u` says that there is at least one atom. For u = 0 the sum is empty and vanishes, although 0 divides l − n t whenever l = n t. `IsCoprime t (u : ℤ)` is the relation s t + r u = 1. In `helical_selection_rule`, `∃! c : ZMod u` asserts a single residue class c such that, for every integer n, the factor is nonzero if and only if n reduces to c.

`motif_factorisation` treats several atoms repeated by the screw operation, with complex weights `f`. The total is F times the coefficient of one motif, so a vanishing F extinguishes the order for any motif. A nonzero F does not guarantee intensity, because the motif coefficient may itself vanish.

The helix is rigid and exactly periodic, and integer layer lines are assumed, not derived from an infinite chain. The radial Bessel factors of a diffraction amplitude do not appear explicitly; for fixed l, n and radial position in reciprocal space they can be absorbed into `f`. When the diffraction pattern of such an ideal helix is simulated, the rule tells which angular orders can be left out on each layer line.

The atoms could also have been labelled by elements of `ZMod u`, with additive characters as phases. Orthogonality of characters would then give the sum directly, but the azimuths and heights would disappear from the definitions, and their link to the characters would need its own proof.

```lean
import Mathlib

open Finset
open scoped Real

namespace HelicalSelectionRule

noncomputable section

/-- Phase with which a point at azimuth `φ` and height `z` (in units of the axial repeat)
enters the angular order `n` on layer line `l`. -/
def harmonic (l n : ℤ) (φ z : ℝ) : ℂ :=
  Complex.exp (((2 * π * l * z - n * φ : ℝ) : ℂ) * Complex.I)

/-- Azimuth of atom `j` on a helix with `u` atoms in `t` turns. -/
def azimuth (u : ℕ) (t : ℤ) (j : ℕ) : ℝ := 2 * π * t * j / u

/-- Height of atom `j` on a helix with `u` atoms per axial repeat, in units of the repeat. -/
def height (u j : ℕ) : ℝ := j / u

/-- Sum of the phases of the `u` atoms of one repeat, for layer line `l` and angular
order `n`. -/
def helixFactor (u : ℕ) (t l n : ℤ) : ℂ :=
  ∑ j ∈ range u, harmonic l n (azimuth u t j) (height u j)

/-- In terms of the atom number `j`, the helix factor is the sum of
`exp (2 π i j (l - n t) / u)`. -/
theorem helixFactor_eq_sum (u : ℕ) (t l n : ℤ) :
    helixFactor u t l n =
      ∑ j ∈ range u, Complex.exp (2 * π * Complex.I * j * ((l - n * t : ℤ) : ℂ) / u) := by
  unfold helixFactor harmonic azimuth height
  refine sum_congr rfl fun j _ => ?_
  congr 1
  push_cast
  ring

/-- The phases `exp (2 π i j k / u)` of `u` equally spaced scatterers add up to `u` if `u`
divides `k`, and cancel otherwise. -/
theorem phase_sum (u : ℕ) (k : ℤ) :
    ∑ j ∈ range u, Complex.exp (2 * π * Complex.I * j * (k : ℂ) / u) =
      if (u : ℤ) ∣ k then (u : ℂ) else 0 := by
  rcases Nat.eq_zero_or_pos u with h0 | hu
  · subst h0
    simp
  have hu' : (u : ℂ) ≠ 0 := by exact_mod_cast hu.ne'
  -- every phase is a power of the phase of atom 1
  have hpow : ∀ j : ℕ, Complex.exp (2 * π * Complex.I * j * (k : ℂ) / u) =
      Complex.exp (2 * π * Complex.I * k / u) ^ j := by
    intro j
    rw [← Complex.exp_nat_mul]
    congr 1
    ring
  rw [sum_congr rfl fun j _ => hpow j]
  by_cases h : (u : ℤ) ∣ k
  · rw [if_pos h]
    obtain ⟨m, hm⟩ := h
    have hk : (k : ℂ) = u * m := by exact_mod_cast hm
    have h1 : Complex.exp (2 * π * Complex.I * k / u) = 1 := by
      rw [Complex.exp_eq_one_iff]
      refine ⟨m, ?_⟩
      rw [div_eq_iff hu', hk]
      ring
    rw [h1]
    simp
  · rw [if_neg h]
    have hne : Complex.exp (2 * π * Complex.I * k / u) ≠ 1 := by
      intro h1
      obtain ⟨m, hm⟩ := Complex.exp_eq_one_iff.1 h1
      rw [div_eq_iff hu'] at hm
      have hk : (k : ℂ) = u * m := by
        apply mul_left_cancel₀ Complex.two_pi_I_ne_zero
        linear_combination hm
      exact h ⟨m, by exact_mod_cast hk⟩
    have hu1 : Complex.exp (2 * π * Complex.I * k / u) ^ u = 1 := by
      rw [← Complex.exp_nat_mul, Complex.exp_eq_one_iff]
      refine ⟨k, ?_⟩
      rw [mul_div_cancel₀ _ hu']
      ring
    -- the geometric sum closes after one repeat
    rw [geom_sum_eq hne, hu1, sub_self, zero_div]

/-- The angular order `n` contributes to layer line `l` exactly when `u` divides
`l - n t`. -/
theorem helixFactor_ne_zero_iff {u : ℕ} (hu : 0 < u) (t l n : ℤ) :
    helixFactor u t l n ≠ 0 ↔ (u : ℤ) ∣ l - n * t := by
  have hu' : (u : ℂ) ≠ 0 := by exact_mod_cast hu.ne'
  rw [helixFactor_eq_sum, phase_sum]
  by_cases h : (u : ℤ) ∣ l - n * t
  · rw [if_pos h]
    exact iff_of_true hu' h
  · rw [if_neg h]
    exact iff_of_false (fun h0 => h0 rfl) h

/-- If `s` inverts the number of turns `t` modulo `u`, the orders contributing to layer
line `l` are those congruent to `s l` modulo `u`. -/
theorem contributing_orders {u : ℕ} (hu : 0 < u) {t s : ℤ} (hs : (u : ℤ) ∣ s * t - 1)
    (l n : ℤ) : helixFactor u t l n ≠ 0 ↔ n ≡ s * l [ZMOD u] := by
  rw [helixFactor_ne_zero_iff hu, Int.modEq_iff_dvd]
  obtain ⟨b, hb⟩ := hs
  constructor
  · rintro ⟨a, ha⟩
    exact ⟨s * a + n * b, by linear_combination s * ha + n * hb⟩
  · rintro ⟨a, ha⟩
    exact ⟨t * a - l * b, by linear_combination t * ha - l * hb⟩

/-- Helical selection rule: for `u` atoms in `t` turns with `t` coprime to `u`, the angular
orders contributing to any layer line `l` form exactly one residue class modulo `u`. -/
theorem helical_selection_rule {u : ℕ} (hu : 0 < u) {t : ℤ} (ht : IsCoprime t (u : ℤ))
    (l : ℤ) :
    ∃! c : ZMod u, ∀ n : ℤ, helixFactor u t l n ≠ 0 ↔ (n : ZMod u) = c := by
  -- coprimality supplies an inverse `s` of `t` modulo `u`
  obtain ⟨s, r, hsr⟩ := ht
  have hs : (u : ℤ) ∣ s * t - 1 := ⟨-r, by linear_combination hsr⟩
  refine ⟨((s * l : ℤ) : ZMod u), fun n => ?_, fun c hc => ?_⟩
  · rw [contributing_orders hu hs, ZMod.intCast_eq_intCast_iff]
  · exact ((hc (s * l)).1 ((contributing_orders hu hs l (s * l)).2 (Int.ModEq.refl _))).symm

/-- Every layer line receives a contribution from some angular order if and only if `t` and
`u` are coprime. -/
theorem coprime_iff_every_layer_line {u : ℕ} (hu : 0 < u) (t : ℤ) :
    IsCoprime t (u : ℤ) ↔ ∀ l : ℤ, ∃ n : ℤ, helixFactor u t l n ≠ 0 := by
  constructor
  · rintro ⟨s, r, hsr⟩ l
    refine ⟨s * l, (helixFactor_ne_zero_iff hu t l _).2 ⟨r * l, ?_⟩⟩
    linear_combination (-l) * hsr
  · intro h
    -- layer line 1 already yields the Bezout relation
    obtain ⟨n, hn⟩ := h 1
    obtain ⟨m, hm⟩ := (helixFactor_ne_zero_iff hu t 1 n).1 hn
    exact ⟨n, m, by linear_combination -hm⟩

/-- For a motif of atoms with weights `f`, azimuths `φ` and heights `z`, repeated along the
helix, the total coefficient is the helix factor times the coefficient of one motif. -/
theorem motif_factorisation {ι : Type*} [Fintype ι] (f : ι → ℂ) (φ z : ι → ℝ)
    (u : ℕ) (t l n : ℤ) :
    ∑ j ∈ range u, ∑ a, f a * harmonic l n (azimuth u t j + φ a) (height u j + z a) =
      helixFactor u t l n * ∑ a, f a * harmonic l n (φ a) (z a) := by
  -- a rotation and a shift multiply the phase of each atom
  have key : ∀ φ₁ φ₂ z₁ z₂ : ℝ, harmonic l n (φ₁ + φ₂) (z₁ + z₂) =
      harmonic l n φ₁ z₁ * harmonic l n φ₂ z₂ := by
    intro φ₁ φ₂ z₁ z₂
    unfold harmonic
    rw [← Complex.exp_add]
    congr 1
    push_cast
    ring
  unfold helixFactor
  rw [sum_mul_sum]
  refine sum_congr rfl fun j _ => sum_congr rfl fun a _ => ?_
  rw [key]
  ring

/-- The order `n = 0` contributes to layer line `l` exactly when `l` is a multiple of `u`. -/
theorem meridional_rule {u : ℕ} (hu : 0 < u) (t l : ℤ) :
    helixFactor u t l 0 ≠ 0 ↔ (u : ℤ) ∣ l := by
  rw [helixFactor_ne_zero_iff hu, zero_mul, sub_zero]

end

end HelicalSelectionRule
```

```lean
#print axioms HelicalSelectionRule.helical_selection_rule
#print axioms HelicalSelectionRule.coprime_iff_every_layer_line
#print axioms HelicalSelectionRule.motif_factorisation
#print axioms HelicalSelectionRule.meridional_rule
```

```
'HelicalSelectionRule.helical_selection_rule' depends on axioms: [propext, Classical.choice, Quot.sound]
'HelicalSelectionRule.coprime_iff_every_layer_line' depends on axioms: [propext, Classical.choice, Quot.sound]
'HelicalSelectionRule.motif_factorisation' depends on axioms: [propext, Classical.choice, Quot.sound]
'HelicalSelectionRule.meridional_rule' depends on axioms: [propext, Classical.choice, Quot.sound]
```

## How the proof follows the calculation

`helixFactor_eq_sum` inserts the coordinates, and `ring` confirms that the exponents agree. `phase_sum` evaluates the sum. Its step `hpow` writes each phase as a power of w, and `Complex.exp_eq_one_iff` turns w = 1 into the statement that k is a multiple of u. In the other case `hu1` is w^u = 1, and `geom_sum_eq` supplies the quotient that vanishes. `helixFactor_ne_zero_iff` combines the two lemmas into the divisibility criterion.

`contributing_orders` carries out the multiplications by s and t. The integer called `b` there is −r, and `linear_combination` checks the resulting identities. `helical_selection_rule` obtains s from coprimality, offers the class of s l, and proves uniqueness by applying any competing class's defining property to n = s l.

`coprime_iff_every_layer_line` uses the order s l in one direction and layer line 1 in the other. In `motif_factorisation`, the step `key` says that adding azimuths and heights multiplies phases; `sum_mul_sum` then expands the product of the two sums into the double sum. Finally, `meridional_rule` sets n = 0 in the criterion: this order contributes on exactly those layer lines with l divisible by u, whether or not t is coprime to u.
